# The recurrence for harmonic Franck–Condon overlaps has a solution with u(0) = 1 exactly when its coefficient matrix is symmetric

In the harmonic approximation, the Franck–Condon overlaps of a polyatomic molecule can be built up one vibrational quantum at a time, by a recurrence that also refers to states with a quantum removed. An empty mode contributes no such term, because its lowering operator gives zero. The question is whether the different orders of adding quanta lead to the same number.

## Overlaps with a vibrationless state

Take two electronic states with harmonic potential surfaces and $n$ vibrational modes. Let $|v\rangle$ be the normalised oscillator state of the first surface with occupation numbers $v=(v_i)$, with the usual phases obtained by applying raising operators to $|0\rangle$, and let $|0'\rangle$ be the vibrational ground state of the second. Write $e_i$ for one quantum in mode $i$. The relative overlaps $f(v)=\langle v|0'\rangle/\langle 0|0'\rangle$ obey

$$\sqrt{v_i+1}\,f(v+e_i)=b_i f(v)+\sum_{j:\,v_j>0}A_{ij}\sqrt{v_j}\,f(v-e_j),$$

where the real matrix $A$ and vector $b$ are computed from the frequencies, the displacement and the mixing of the normal modes. The letter $A$ does not stand for the Duschinsky matrix, usually called $J$, which relates the two sets of normal coordinates and need not be symmetric.

Setting $f(v)=\sqrt{\prod_k v_k!}\;u(v)$ removes the square roots:

$$(v_i+1)\,u(v+e_i)=b_i u(v)+\sum_{j:\,v_j>0}A_{ij}\,u(v-e_j),\qquad u(0)=1.$$

The theorems concern this equation for $u$; the Gaussian integrals that produce $A$ and $b$, and the rescaling to $f$, are physics input and ordinary algebra around them.

## What is stated

In `IsSolution A b u`, the matrix `A` and the vector `b` have real entries indexed by `Fin n`, so modes are numbered from 0. An occupation vector has type `Fin n →₀ ℕ`, and `single i 1` is $e_i$. The function `u` assigns a real number to each occupation vector. The definition requires `u 0 = 1` and the recurrence for every mode `i` and every `v`.

The theorem `exists_solution_iff_isSymm` says that, for every $n$, $A$ and $b$, such a `u` exists if and only if $A$ equals its transpose. The theorem `solution_unique` says that two solutions for the same $A$ and $b$ are equal. No bound on the size of $A$ is imposed, although overlaps of normalisable states would restrict it. For $n=0$ and $n=1$ every matrix is symmetric, so a solution always exists.

For harmonic overlaps with one vibrationless state, this means that a symmetric $A$ lets a program add quanta in any order. If $A$ has been assembled with $A_{ij}\neq A_{ji}$, a program that fixes one route to each state still returns numbers, but already for the states with at most one quantum in each of the modes $i$ and $j$ they cannot satisfy the recurrence in both modes.

## Two routes to a doubly excited state

Suppose that $u$ is a solution. At $v=0$ no mode can lose a quantum, so the recurrence in mode $j$ gives $u(e_j)=b_j$. Now add a quantum to a different mode $i$, starting from $v=e_j$. Here $v_i=0$ and only mode $j$ is occupied, hence

$$u(e_j+e_i)=b_i\,u(e_j)+A_{ij}\,u(0)=b_ib_j+A_{ij}.$$

The other order gives $u(e_i+e_j)=b_jb_i+A_{ji}$. The state is the same, so $A_{ij}=A_{ji}$.

The normalisation matters. Take two modes, $b=0$, and $A_{01}=1$ with all other entries zero. The two routes then demand $u(e_0+e_1)=1$ and $u(e_0+e_1)=0$, so there is no solution. Without any condition on $u(0)$, the function $u=0$ would satisfy the recurrence for this $A$. What necessity requires is $u(0)\neq0$.

## A solution from a Gaussian generating function

Let $A$ be symmetric and introduce one variable $x_i$ for each mode. Define

$$Q=\sum_j b_jx_j+\tfrac12\sum_{j,k}A_{jk}x_jx_k,\qquad S_N=\sum_{k=0}^{N-1}\frac{Q^k}{k!}.$$

Differentiation of $Q$ gives

$$\partial_iQ=b_i+\tfrac12\sum_kA_{ik}x_k+\tfrac12\sum_jA_{ji}x_j=b_i+\sum_jA_{ij}x_j,$$

where the last step uses symmetry. For the partial sums,

$$\partial_iS_{N+1}=\partial_iQ\sum_{k=1}^{N}\frac{Q^{k-1}}{(k-1)!}=(\partial_iQ)\,S_N.$$

Write $[x^v]P$ for the coefficient of $\prod_i x_i^{v_i}$ in a polynomial $P$, and $|v|=\sum_iv_i$ for the total number of quanta. Since $Q$ has no constant term, $Q^k$ has no terms of degree below $k$. Therefore $[x^v]S_N$ has the same value for all $N\ge|v|+1$. Call this value $u(v)$. In particular, $u(0)=[x^0]S_1=1$.

Now compare the coefficients of $x^v$ in

$$\partial_iS_{|v|+2}=\Bigl(b_i+\sum_jA_{ij}x_j\Bigr)S_{|v|+1}.$$

Differentiation lowers the exponent of $x_i$ by one and brings down the old exponent, so the left side gives $(v_i+1)[x^{v+e_i}]S_{|v|+2}=(v_i+1)u(v+e_i)$. On the right, the first term gives $b_iu(v)$. The term with $x_j$ contributes only if $v_j>0$, and then it gives $A_{ij}[x^{v-e_j}]S_{|v|+1}$. Since $|v-e_j|+1=|v|\le|v|+1$, this coefficient has already reached its final value $u(v-e_j)$. The result is the recurrence.

## Uniqueness by counting quanta

Let $u$ and $w$ be solutions that agree on all states with fewer quanta than $v$. If $v=0$, both values are 1. Otherwise choose an occupied mode $i$ and apply the recurrence at $v-e_i$:

$$v_i\,u(v)=b_i\,u(v-e_i)+\sum_{j:\,(v-e_i)_j>0}A_{ij}\,u(v-e_i-e_j).$$

The same equation holds for $w$. Every state on the right has fewer quanta than $v$, so the right sides agree. Division by $v_i\ne0$ gives $u(v)=w(v)$, and induction on $|v|$ covers all states.

## The Lean source

```lean
import Mathlib

open MvPolynomial
open Finsupp (single)

namespace DuschinskyRecurrence

noncomputable section

variable {n : ℕ} {A : Matrix (Fin n) (Fin n) ℝ} {b : Fin n → ℝ}

/-- The Duschinsky recurrence with `u 0 = 1`: a quantum is added to mode `i` by means of the
vector `b` and the matrix `A`, where only occupied modes `j` can lose a quantum. -/
def IsSolution (A : Matrix (Fin n) (Fin n) ℝ) (b : Fin n → ℝ)
    (u : (Fin n →₀ ℕ) → ℝ) : Prop :=
  u 0 = 1 ∧ ∀ (i : Fin n) (v : Fin n →₀ ℕ),
    ((v i : ℝ) + 1) * u (v + single i 1) =
      b i * u v + ∑ j, (if 0 < v j then A i j * u (v - single j 1) else 0)

/-- The total number of vibrational quanta. -/
def total (v : Fin n →₀ ℕ) : ℕ := ∑ i, v i

/-- The quadratic exponent `b·x + x·Ax/2` of the generating function. -/
def exponent (A : Matrix (Fin n) (Fin n) ℝ) (b : Fin n → ℝ) : MvPolynomial (Fin n) ℝ :=
  ∑ j, X j * (C (b j) + C (1 / 2) * ∑ k, C (A j k) * X k)

/-- The first `N` terms of the exponential series of the exponent. -/
def partialExp (A : Matrix (Fin n) (Fin n) ℝ) (b : Fin n → ℝ) (N : ℕ) :
    MvPolynomial (Fin n) ℝ :=
  ∑ k ∈ Finset.range N, C ((k.factorial : ℝ)⁻¹) * exponent A b ^ k

/-- Removing a quantum from an occupied mode and putting it back restores the state. -/
theorem lower_raise {v : Fin n →₀ ℕ} {i : Fin n} (h : v i ≠ 0) :
    v - single i 1 + single i 1 = v := by
  ext k
  simp only [Finsupp.add_apply, Finsupp.tsub_apply, Finsupp.single_apply]
  split_ifs with hk
  · subst hk
    omega
  · omega

/-- Adding a quantum to any mode raises the total by one. -/
theorem total_raise (v : Fin n →₀ ℕ) (i : Fin n) :
    total (v + single i 1) = total v + 1 := by
  simp only [total, Finsupp.add_apply, Finset.sum_add_distrib, Finsupp.single_apply,
    Finset.sum_ite_eq, Finset.mem_univ, if_true]

/-- Differentiating a generating polynomial along `x i` shifts its coefficients by one quantum
in mode `i` and multiplies them by the raised occupation number. -/
theorem coeff_derivative (i : Fin n) (v : Fin n →₀ ℕ) (p : MvPolynomial (Fin n) ℝ) :
    coeff v (pderiv i p) = ((v i : ℝ) + 1) * coeff (v + single i 1) p := by
  induction p using MvPolynomial.induction_on' with
  | monomial s a =>
    by_cases hs : s = v + single i 1
    · subst hs
      simp only [pderiv_monomial, add_tsub_cancel_right, coeff_monomial, if_true,
        Finsupp.add_apply, Finsupp.single_eq_same]
      push_cast
      ring
    · rw [pderiv_monomial, coeff_monomial, coeff_monomial, if_neg hs, mul_zero]
      split_ifs with h
      · by_cases h0 : s i = 0
        · simp [h0]
        · exact absurd (by rw [← h, lower_raise h0]) hs
      · rfl
  | add p q hp hq => rw [map_add, coeff_add, coeff_add, hp, hq, mul_add]

/-- For symmetric `A` the derivative of the exponent along `x i` is component `i` of `b + Ax`. -/
theorem pderiv_exponent (hA : A.IsSymm) (i : Fin n) :
    pderiv i (exponent A b) = C (b i) + ∑ k, C (A i k) * X k := by
  have hX : ∀ j, pderiv i (X j : MvPolynomial (Fin n) ℝ) = if j = i then 1 else 0 := by
    intro j
    by_cases h : j = i
    · subst h
      simp
    · simp [pderiv_X_of_ne h, h]
  simp only [exponent, map_sum, pderiv_mul, map_add, pderiv_C, hX, zero_mul, zero_add,
    mul_ite, mul_one, mul_zero, ite_mul, one_mul, Finset.sum_add_distrib,
    Finset.sum_ite_eq', Finset.mem_univ, if_true]
  -- symmetry makes the two halves of the quadratic form contribute equally
  have h2 : ∑ j, (X j : MvPolynomial (Fin n) ℝ) * (C (1 / 2) * C (A j i)) =
      C (1 / 2) * ∑ k, C (A i k) * X k := by
    rw [Finset.mul_sum]
    refine Finset.sum_congr rfl fun j _ => ?_
    rw [hA.apply i j]
    ring
  have h3 : (C (1 / 2) : MvPolynomial (Fin n) ℝ) + C (1 / 2) = 1 := by
    rw [← C_add]
    norm_num
  rw [h2]
  linear_combination (∑ k, C (A i k) * X k) * h3

/-- The derivative of a partial exponential series is the derivative of the exponent times the
series with one term less. -/
theorem pderiv_partialExp (i : Fin n) (N : ℕ) :
    pderiv i (partialExp A b (N + 1)) = pderiv i (exponent A b) * partialExp A b N := by
  induction N with
  | zero => simp [partialExp]
  | succ N ih =>
    have hs : ∀ M, partialExp A b (M + 1) =
        partialExp A b M + C ((M.factorial : ℝ)⁻¹) * exponent A b ^ M :=
      fun M => Finset.sum_range_succ _ _
    have hc : (C (((N + 1).factorial : ℝ)⁻¹) : MvPolynomial (Fin n) ℝ) * ((N + 1 : ℕ) :
        MvPolynomial (Fin n) ℝ) = C ((N.factorial : ℝ)⁻¹) := by
      rw [← map_natCast (C : ℝ →+* MvPolynomial (Fin n) ℝ), ← C_mul]
      congr 1
      have h1 : (N.factorial : ℝ) ≠ 0 := by positivity
      have h2 : (N : ℝ) + 1 ≠ 0 := by positivity
      rw [Nat.factorial_succ]
      push_cast
      field_simp
    rw [hs (N + 1), map_add, ih, hs N, pderiv_mul, pderiv_C, Derivation.leibniz_pow]
    simp only [nsmul_eq_mul, smul_eq_mul, Nat.add_sub_cancel, zero_mul, zero_add]
    linear_combination (exponent A b ^ N * pderiv i (exponent A b)) * hc

/-- A multiple of the `k`-th power of the exponent has no terms with fewer than `k` quanta. -/
theorem coeff_mul_exponent_pow (k : ℕ) : ∀ (p : MvPolynomial (Fin n) ℝ) (v : Fin n →₀ ℕ),
    total v < k → coeff v (p * exponent A b ^ k) = 0 := by
  obtain ⟨q, hq⟩ : ∃ q : Fin n → MvPolynomial (Fin n) ℝ,
    exponent A b = ∑ j, X j * q j := ⟨_, rfl⟩
  have e : ∀ r, exponent A b * r = ∑ j, X j * (q j * r) := fun r => by
    rw [hq, Finset.sum_mul]
    simp only [mul_assoc]
  induction k with
  | zero => intro p v h; omega
  | succ k ih =>
    intro p v h
    rw [show p * exponent A b ^ (k + 1) = exponent A b * (p * exponent A b ^ k) by ring,
      e, coeff_sum]
    refine Finset.sum_eq_zero fun j _ => ?_
    rw [coeff_X_mul']
    split_ifs with hj
    · rw [← mul_assoc]
      apply ih
      have ht := total_raise (v - single j 1) j
      rw [lower_raise (Finsupp.mem_support_iff.mp hj)] at ht
      omega
    · rfl

/-- For symmetric `A` the Duschinsky recurrence with `u 0 = 1` is solved by taking, for each `v`,
the coefficient at `v` of the first `total v + 1` terms of the exponential series. -/
theorem isSolution_of_isSymm (hA : A.IsSymm) :
    IsSolution A b (fun v => coeff v (partialExp A b (total v + 1))) := by
  -- later terms of the series no longer change a given coefficient
  have stable : ∀ (v : Fin n →₀ ℕ) (M : ℕ), total v + 1 ≤ M →
      coeff v (partialExp A b M) = coeff v (partialExp A b (total v + 1)) := by
    intro v M hM
    induction M, hM using Nat.le_induction with
    | base => rfl
    | succ M hM ih =>
      rw [← ih, partialExp, Finset.sum_range_succ, coeff_add,
        coeff_mul_exponent_pow M _ v (by omega), add_zero, partialExp]
  refine ⟨by simp [total, partialExp], fun i v => ?_⟩
  have h := coeff_derivative i v (partialExp A b (total v + 1 + 1))
  rw [pderiv_partialExp, pderiv_exponent hA, add_mul, Finset.sum_mul, coeff_add,
    coeff_C_mul, coeff_sum] at h
  beta_reduce
  rw [total_raise, ← h]
  congr 1
  refine Finset.sum_congr rfl fun j _ => ?_
  rw [mul_assoc, coeff_C_mul, coeff_X_mul']
  by_cases hj : v j = 0
  · simp [hj]
  · have ht := total_raise (v - single j 1) j
    rw [lower_raise hj] at ht
    rw [if_pos (Finsupp.mem_support_iff.mpr hj), if_pos (Nat.pos_of_ne_zero hj),
      stable (v - single j 1) (total v + 1) (by omega)]

/-- With one quantum in each of two different modes, a solution with `u 0 = 1` has the value
`b i * b j + A i j`. -/
theorem two_quanta {u : (Fin n →₀ ℕ) → ℝ} (h : IsSolution A b u) {i j : Fin n}
    (hij : i ≠ j) : u (single j 1 + single i 1) = b i * b j + A i j := by
  have h1 : u (single j 1) = b j := by simpa [h.1] using h.2 j 0
  have hs : ∑ k, (if 0 < (single j 1 : Fin n →₀ ℕ) k then
      A i k * u (single j 1 - single k 1) else 0) = A i j := by
    rw [Finset.sum_eq_single j]
    · simp [h.1]
    · intro k _ hk
      simp [Ne.symm hk]
    · simp
  have h2 := h.2 i (single j 1)
  rw [hs, h1, Finsupp.single_apply, if_neg hij.symm] at h2
  simpa using h2

/-- The Duschinsky recurrence with `u 0 = 1` has a solution if and only if `A` is symmetric. -/
theorem exists_solution_iff_isSymm (A : Matrix (Fin n) (Fin n) ℝ) (b : Fin n → ℝ) :
    (∃ u, IsSolution A b u) ↔ A.IsSymm := by
  refine ⟨fun ⟨u, h⟩ => Matrix.IsSymm.ext fun i j => ?_, fun hA => ⟨_, isSolution_of_isSymm hA⟩⟩
  by_cases hij : i = j
  · rw [hij]
  · -- the doubly excited state is reached in two orders
    have h1 := two_quanta h hij
    have h2 := two_quanta h (Ne.symm hij)
    rw [add_comm] at h2
    linarith [mul_comm (b i) (b j)]

/-- Two solutions of the same Duschinsky recurrence, both with value 1 at the state without quanta,
coincide. -/
theorem solution_unique {u w : (Fin n →₀ ℕ) → ℝ} (hu : IsSolution A b u)
    (hw : IsSolution A b w) : u = w := by
  have key : ∀ (N : ℕ) (v : Fin n →₀ ℕ), total v < N → u v = w v := by
    intro N
    induction N with
    | zero => intro v h; omega
    | succ N ih =>
      intro v hN
      by_cases hv : v = 0
      · rw [hv, hu.1, hw.1]
      · obtain ⟨i, hi⟩ := Finsupp.ne_iff.mp hv
        have hi : v i ≠ 0 := by simpa using hi
        have e1 := hu.2 i (v - single i 1)
        have e2 := hw.2 i (v - single i 1)
        have ht := total_raise (v - single i 1) i
        rw [lower_raise hi] at e1 e2 ht
        have hpos : (((v - single i 1 : Fin n →₀ ℕ) i : ℕ) : ℝ) + 1 ≠ 0 := by positivity
        apply mul_left_cancel₀ hpos
        rw [e1, e2, ih _ (by omega)]
        congr 1
        refine Finset.sum_congr rfl fun j _ => ?_
        split_ifs with hj
        · have hl := total_raise (v - single i 1 - single j 1) j
          rw [lower_raise (Nat.ne_of_gt hj)] at hl
          rw [ih _ (by omega)]
        · rfl
  exact funext fun v => key _ v (Nat.lt_succ_self _)

end

end DuschinskyRecurrence
```

```lean
#print axioms DuschinskyRecurrence.exists_solution_iff_isSymm
#print axioms DuschinskyRecurrence.solution_unique
```

```
'DuschinskyRecurrence.exists_solution_iff_isSymm' depends on axioms: [propext, Classical.choice, Quot.sound]
'DuschinskyRecurrence.solution_unique' depends on axioms: [propext, Classical.choice, Quot.sound]
```

## Empty modes and truncated subtraction

Subtraction of natural numbers in Lean stops at zero. If mode `j` is empty, `v - single j 1` is therefore `v` itself, and the condition `0 < v j` in `IsSolution` is what suppresses the term. Leaving it out changes the equation already for one mode: the step from $v=0$ would give $u(e_0)=b_0+A_{00}$ in place of $b_0$.

The lemma `lower_raise` states that removing a quantum and putting it back restores `v` when the mode is occupied. Together with `total_raise`, which says that adding a quantum raises $|v|$ by one, it supplies the counting of quanta used in the later proofs.

## Derivatives and coefficients in the proof

The polynomial $Q$ is `exponent A b`, written as a sum of terms $x_j$ times a linear factor, and $S_N$ is `partialExp A b N`. Working with partial sums keeps every object a polynomial, so convergence does not enter.

- `coeff_derivative` is the rule $[x^v]\partial_ip=(v_i+1)[x^{v+e_i}]p$. It is proved for monomials and extended by addition. A monomial without $x_i$ needs its own case, because truncated subtraction leaves its exponent unchanged; its derivative vanishes through the factor `s i`.
- `pderiv_exponent` computes $\partial_iQ$. The step `h2` uses symmetry to identify the two halves of the quadratic part, and `h3` adds the two factors $\tfrac12$.
- `pderiv_partialExp` proves $\partial_iS_{N+1}=(\partial_iQ)S_N$ by induction on $N$. The identity `hc` is $(N+1)/(N+1)!=1/N!$, and `linear_combination` assembles the terms.
- `coeff_mul_exponent_pow` shows that $pQ^k$ has no terms of degree below $k$. Allowing an arbitrary polynomial $p$ lets the induction absorb the linear factors of $Q$: each step takes out one $x_j$ and lowers both the degree and the power by one.

In `isSolution_of_isSymm`, the auxiliary claim `stable` says that coefficients stop changing once $N\ge|v|+1$. The hypothesis `h` is the coefficient rule applied to $S_{|v|+2}$. Rewriting it with the two derivative lemmas gives the comparison made above, and the case split on `v j = 0` separates empty from occupied modes.

## Assembling the equivalence and uniqueness

The lemma `two_quanta` obtains $u(e_j)=b_j$ from the recurrence at zero, then reduces the sum over modes to its single surviving term $A_{ij}$. The main theorem applies it in both orders. After `add_comm` identifies the two descriptions of the doubly excited state, `linarith` compares the values. Diagonal entries need no argument, and the converse supplies the solution just constructed.

The proof of `solution_unique` establishes agreement for all states with `total v < N` by induction on `N`. It applies both recurrences at `v - single i 1` for an occupied mode, uses the induction hypothesis on each right side, and cancels the nonzero factor with `mul_left_cancel₀`.
